# A positive definite quadratic form has its strict minimum exactly where the projected gradient vanishes

A quadratic function, such as a harmonic energy, is given by a real, symmetric, positive definite matrix M and evaluated at e − Sh, where e is a fixed vector, h is a vector of adjustable coefficients, and S is an injective real matrix, all of finite dimension. The theorem says that SᵀM(e − Sg) = 0 exactly when g gives a strictly lower value than every other choice of h. That vector is, up to a factor −2, the gradient with respect to the coefficients. The proof expands the quadratic form exactly about g, which settles the forward direction at once. For the converse it supposes that the vector p = SᵀM(e − Sg) is nonzero and takes the best step along p, which should lower the value and contradict minimality.

The first attempt, which Lean rejects:

```lean
import Mathlib

open Matrix

namespace StationaryIffStrictMin

variable {n m : Type*} [Fintype n] [Fintype m]

/-- The quadratic form `⟨v, M v⟩` of a real matrix `M`. -/
def quadForm (M : Matrix n n ℝ) (v : n → ℝ) : ℝ := v ⬝ᵥ M *ᵥ v

/-- Exact expansion of a symmetric quadratic form around the coefficients `g`: a linear term
with the projected gradient, and the form of the displacement `S (h - g)`. -/
theorem quadForm_expand {M : Matrix n n ℝ} (hM : Mᵀ = M) (S : Matrix n m ℝ)
    (e : n → ℝ) (g h : m → ℝ) :
    quadForm M (e - S *ᵥ h) = quadForm M (e - S *ᵥ g)
      - 2 * ((h - g) ⬝ᵥ Sᵀ *ᵥ (M *ᵥ (e - S *ᵥ g))) + quadForm M (S *ᵥ (h - g)) := by
  have hsplit : e - S *ᵥ h = (e - S *ᵥ g) - S *ᵥ (h - g) := by
    rw [Matrix.mulVec_sub]; abel
  -- the transpose moves `S` from one factor to the other
  have hadj : ∀ (k : m → ℝ) (w : n → ℝ), (S *ᵥ k) ⬝ᵥ w = k ⬝ᵥ Sᵀ *ᵥ w := by
    intro k w
    rw [Matrix.mulVec_transpose, dotProduct_comm, Matrix.dotProduct_mulVec, dotProduct_comm]
  rw [hsplit, ← hadj]
  generalize e - S *ᵥ g = u
  generalize S *ᵥ (h - g) = d
  -- symmetry makes the two cross terms equal
  have hs : u ⬝ᵥ M *ᵥ d = d ⬝ᵥ M *ᵥ u := by
    rw [Matrix.dotProduct_mulVec, ← Matrix.mulVec_transpose, hM, dotProduct_comm]
  simp only [quadForm, Matrix.mulVec_sub, sub_dotProduct, dotProduct_sub]
  linarith

/-- A nonzero real vector has positive squared norm. -/
theorem dot_self_pos {v : n → ℝ} (hv : v ≠ 0) : 0 < v ⬝ᵥ v := by
  obtain ⟨i, hi⟩ := Function.ne_iff.mp hv
  exact Finset.sum_pos' (fun j _ => mul_self_nonneg (v j))
    ⟨i, Finset.mem_univ i, mul_self_pos.mpr hi⟩

/-- For a symmetric positive definite form and independent columns of `S`, the projected
gradient vanishes at `g` exactly when `g` is the strict minimizer over all coefficients. -/
theorem stationary_iff_strict_min {M : Matrix n n ℝ} (hM : Mᵀ = M)
    (hpos : ∀ v, v ≠ 0 → 0 < quadForm M v) {S : Matrix n m ℝ}
    (hS : Function.Injective S.mulVec) (e : n → ℝ) (g : m → ℝ) :
    Sᵀ *ᵥ (M *ᵥ (e - S *ᵥ g)) = 0 ↔
      ∀ h, h ≠ g → quadForm M (e - S *ᵥ g) < quadForm M (e - S *ᵥ h) := by
  have hSne : ∀ k : m → ℝ, k ≠ 0 → S *ᵥ k ≠ 0 := by
    intro k hk h0
    exact hk (hS (h0.trans (Matrix.mulVec_zero S).symm))
  constructor
  · intro h0 h hne
    have hq := hpos _ (hSne _ (sub_ne_zero.mpr hne))
    rw [quadForm_expand hM S e g h, h0, dotProduct_zero]
    linarith
  · intro hmin
    by_contra hp
    have hex := quadForm_expand hM S e g
    generalize Sᵀ *ᵥ (M *ᵥ (e - S *ᵥ g)) = p at hp hex
    have ha := dot_self_pos hp
    have hb := hpos _ (hSne p hp)
    -- the exact line-search step along the projected gradient
    obtain ⟨t, ht, htb⟩ : ∃ t : ℝ, 0 < t ∧ t * quadForm M (S *ᵥ p) = p ⬝ᵥ p :=
      ⟨_, div_pos ha hb, div_mul_cancel₀ _ hb.ne'⟩
    have hne : g + t • p ≠ g := by
      intro h
      exact smul_ne_zero ht.ne' hp (add_eq_left.mp h)
    have hlt := hmin _ hne
    have hscale : quadForm M (S *ᵥ (t • p)) = t * (t * quadForm M (S *ᵥ p)) := by
      simp only [quadForm, Matrix.mulVec_smul, smul_dotProduct, dotProduct_smul, smul_eq_mul]
    rw [hex, add_sub_cancel_left, hscale, htb, smul_dotProduct, smul_eq_mul] at hlt
    have := mul_pos ht ha
    linarith

end StationaryIffStrictMin
```

Compiling this gives:

```
Main.lean:69:13: error: Tactic `rewrite` failed: Did not find an occurrence of the pattern
  ?a + ?b - ?a
in the target expression
  quadForm M (e - S *ᵥ g) - 2 * (g - g) ⬝ᵥ p + quadForm M (S *ᵥ (g - g)) < quadForm M (e - S *ᵥ (g + t • p))

case mpr
n : Type u_1
m : Type u_2
inst✝¹ : Fintype n
inst✝ : Fintype m
M : Matrix n n ℝ
hM : Mᵀ = M
hpos : ∀ (v : n → ℝ), v ≠ 0 → 0 < quadForm M v
S : Matrix n m ℝ
hS : Function.Injective S.mulVec
e : n → ℝ
g : m → ℝ
hSne : ∀ (k : m → ℝ), k ≠ 0 → S *ᵥ k ≠ 0
hmin : ∀ (h : m → ℝ), h ≠ g → quadForm M (e - S *ᵥ g) < quadForm M (e - S *ᵥ h)
p : m → ℝ
hp : ¬p = 0
hex : ∀ (h : m → ℝ), quadForm M (e - S *ᵥ h) = quadForm M (e - S *ᵥ g) - 2 * (h - g) ⬝ᵥ p + quadForm M (S *ᵥ (h - g))
ha : 0 < p ⬝ᵥ p
hb : 0 < quadForm M (S *ᵥ p)
t : ℝ
ht : 0 < t
htb : t * quadForm M (S *ᵥ p) = p ⬝ᵥ p
hne : g + t • p ≠ g
hlt : quadForm M (e - S *ᵥ g) - 2 * (g - g) ⬝ᵥ p + quadForm M (S *ᵥ (g - g)) < quadForm M (e - S *ᵥ (g + t • p))
hscale : quadForm M (S *ᵥ t • p) = t * (t * quadForm M (S *ᵥ p))
⊢ False
```

What went wrong. The error is reported at `add_sub_cancel_left`, but the trouble starts one rewrite earlier, with `hex`. That hypothesis holds for every `h`, so `rw [hex]` looks for any term of the form `quadForm M (e - S *ᵥ ?h)` and settles `?h` by the first match. In `hlt` both sides of the inequality have this form, and the match fell on the left one, with `?h` equal to `g`. The message shows the result: the left side has been expanded into terms containing `g - g`, while the right side, at `g + t • p`, is untouched. Nothing then has the shape `?a + ?b - ?a`, which `add_sub_cancel_left` needs.

Writing `hex (g + t • p)` fixes the choice, so the right side is expanded instead. Its displacement `g + t • p - g` does have the required shape and reduces to `t • p`, after which the remaining rewrites apply. They leave an inequality that contradicts the positivity of `t * (p ⬝ᵥ p)`, and `linarith` closes the goal. The new line break within the `rw` is only formatting.

Fix (accepted with no message):

```diff
@@ -67,5 +67,6 @@
     have hscale : quadForm M (S *ᵥ (t • p)) = t * (t * quadForm M (S *ᵥ p)) := by
       simp only [quadForm, Matrix.mulVec_smul, smul_dotProduct, dotProduct_smul, smul_eq_mul]
-    rw [hex, add_sub_cancel_left, hscale, htb, smul_dotProduct, smul_eq_mul] at hlt
+    rw [hex (g + t • p), add_sub_cancel_left, hscale, htb, smul_dotProduct,
+      smul_eq_mul] at hlt
     have := mul_pos ht ha
     linarith
```
